# With uniform coupling and transition energies in a fixed positive window, the top Tamm-Dancoff energy grows like Ng and the full one more slowly

## Choosing the matrix to diagonalise

Before diagonalising a Bethe-Salpeter Hamiltonian at small momentum transfer $q$, one decides whether to keep the coupling between excitations and de-excitations. In the finite model below, with one uniform coupling, that decision changes how the highest, collective energy scales.

Take $N\ge1$ transitions with energies $D_i$ and real amplitudes $X_i$, $Y_i$ for excitation and de-excitation. The full problem is

$$AX+BY=\Omega X,\qquad -BX-AY=\Omega Y,$$

with $B_{ij}=g$ and $A=\mathrm{diag}\,D+B$. The constant $g\ge0$ stands for the repulsive electron-hole exchange between transitions of equal strength; the screened attraction is left out. The Tamm-Dancoff approximation sets $Y=0$ and keeps $AX=LX$.

## Bounds on the two top energies

Let $lo\le D_i\le hi$. The top eigenvalue $L$ of $A$ satisfies

$$Ng+lo\le L\le Ng+hi.$$

If $lo>0$, the top eigenvalue $\Omega^2$ of $(A-B)(A+B)$ satisfies

$$lo^2+2g\sum_i D_i\le\Omega^2\le hi^2+2g\sum_i D_i.$$

If $Ng\to\infty$ with $lo>0$ and $hi$ fixed, then $L/(Ng)\to1$ and $\Omega/(Ng)\to0$.

In a simple three-dimensional metal at small $q$, the number of intraband transitions and their energies scale as $q$, and $g$ as $1/q^2$. Inserted into the finite bounds, these estimates give $L\sim1/q$ and a finite $\Omega$. They are physical input and are not proved in Lean; the limit theorem proved below keeps the energy window fixed, and there $\Omega$ itself grows, as $\sqrt{Ng}$.

## Derivation

**Reduction.** Adding and subtracting the two equations gives

$$(A+B)(X+Y)=\Omega(X-Y),\qquad (A-B)(X-Y)=\Omega(X+Y).$$

Hence $u=X+Y$ obeys $(A-B)(A+B)u=\Omega^2u$. For $\Omega\ne0$, $u=0$ would force $X=Y=0$. Conversely, from $u$ and $p=(A+B)u$ one recovers a solution $X=\Omega u+p$, $Y=\Omega u-p$.

**Separable matrices.** Let $M=\mathrm{diag}\,E+c\,ss^T$ with $c\ge0$, $s\neq0$ and $e_-\le E_i\le e_+$. Then

$$x\cdot Mx=\sum_iE_ix_i^2+c(s\cdot x)^2.$$

The top eigenvalue $\mu$ is the maximum of $x\cdot Mx/x\cdot x$. The trial vector $x=s$ gives $\mu\ge e_-+c\,s\cdot s$. For a top eigenvector $v$, Cauchy-Schwarz gives $\mu\,v\cdot v\le(e_++c\,s\cdot s)\,v\cdot v$, so $\mu\le e_++c\,s\cdot s$.

**Tamm-Dancoff.** Here $E=D$, $c=g$ and $s=(1,\dots,1)$, so $s\cdot s=N$.

**Full problem.** Now $A-B=\mathrm{diag}\,D$, and $A+B$ has coupling $2g$. Writing $u_i=\sqrt{D_i}\,w_i$,

$$[(A-B)(A+B)u]_i=\sqrt{D_i}\Big[D_i^2w_i+2g\sqrt{D_i}\sum_j\sqrt{D_j}\,w_j\Big].$$

The bracket is a separable matrix acting on $w$, with $E_i=D_i^2$, $c=2g$, $s_i=\sqrt{D_i}$ and $s\cdot s=\sum_iD_i$.

**Limits.** Put $G=Ng$. Then $1\le L/G\le1+hi/G$. Since $\sum_iD_i\le N\,hi$, also $(\Omega/G)^2\le(hi/G)^2+2hi/G$. Both limits follow.

## The statement in Lean

The finite type `n` labels transitions, and `Fintype.card n` is $N$. `coupling g` is $B$, `resonant D g` is $A$, and `fullSq D g` is $(A-B)(A+B)$. `IsTop M μ` says that `μ` is the greatest real eigenvalue with a nonzero real eigenvector.

`tammDancoff_top` and `full_top` prove that such a top eigenvalue exists and obeys the bounds. In `only_tammDancoff_inherits`, `k` labels the systems, the filter `l` specifies the limit, and `hlim` assumes $Ng\to\infty$. The hypotheses `hΩ0` and `hΩ` take `Ω k` to be the positive root of the top eigenvalue; `full_iff` ties it to the two-component problem.

```lean
import Mathlib

open Matrix Filter Topology

namespace TammDancoffCollective

noncomputable section

variable {n : Type*} [Fintype n] [DecidableEq n]

/-- The coupling block `B`: every pair of transitions interacts with the same strength `g`. -/
def coupling (g : ℝ) : Matrix n n ℝ := Matrix.of fun _ _ => g

/-- The Tamm-Dancoff matrix `A = diag D + B`. -/
def resonant (D : n → ℝ) (g : ℝ) : Matrix n n ℝ := diagonal D + coupling g

/-- The matrix `(A - B)(A + B)` of the full problem. -/
def fullSq (D : n → ℝ) (g : ℝ) : Matrix n n ℝ :=
  (resonant D g - coupling g) * (resonant D g + coupling g)

/-- A diagonal matrix plus a separable interaction, `diag E + c s sᵀ`. -/
def separable (E s : n → ℝ) (c : ℝ) : Matrix n n ℝ := diagonal E + c • vecMulVec s s

/-- `μ` is the largest real eigenvalue of `M`. -/
def IsTop (M : Matrix n n ℝ) (μ : ℝ) : Prop :=
  IsGreatest {ν : ℝ | ∃ v : n → ℝ, v ≠ 0 ∧ M *ᵥ v = ν • v} μ

omit [DecidableEq n] in
/-- A nonzero real vector has positive squared length. -/
theorem dot_pos {x : n → ℝ} (hx : x ≠ 0) : 0 < x ⬝ᵥ x :=
  lt_of_le_of_ne (Finset.sum_nonneg fun i _ => mul_self_nonneg (x i))
    fun h => hx (dotProduct_self_eq_zero.mp h.symm)

/-- Rayleigh principle: a real symmetric matrix of size at least one has a largest eigenvalue `μ`,
and `x · M x ≤ μ (x · x)` for every real vector `x`. -/
theorem exists_top [Nonempty n] (M : Matrix n n ℝ) (hM : Mᵀ = M) :
    ∃ μ, IsTop M μ ∧ ∀ x, x ⬝ᵥ M *ᵥ x ≤ μ * (x ⬝ᵥ x) := by
  have hc : IsCompact {x : n → ℝ | x ⬝ᵥ x = 1} := by
    refine (isCompact_Icc (a := (fun _ => -1 : n → ℝ)) (b := fun _ => 1)).of_isClosed_subset
      (isClosed_eq (by simp only [dotProduct]; fun_prop) continuous_const) ?_
    intro x hx
    have hx' : ∑ j, x j * x j = 1 := hx
    have h : ∀ i, x i * x i ≤ 1 := fun i =>
      (Finset.single_le_sum (f := fun j => x j * x j)
        (fun j _ => mul_self_nonneg (x j)) (Finset.mem_univ i)).trans hx'.le
    exact ⟨fun i => by have := h i; show -1 ≤ x i; nlinarith,
      fun i => by have := h i; show x i ≤ 1; nlinarith⟩
  obtain ⟨i⟩ := ‹Nonempty n›
  -- the maximiser of the quadratic form on the unit sphere
  obtain ⟨v, hv, hmax⟩ := hc.exists_isMaxOn (f := fun x => x ⬝ᵥ M *ᵥ x)
    ⟨Pi.single i 1, by simp⟩ (by simp only [Matrix.mulVec, dotProduct]; fun_prop)
  have hv1 : v ⬝ᵥ v = 1 := hv
  obtain ⟨μ, hμ⟩ : ∃ μ, μ = v ⬝ᵥ M *ᵥ v := ⟨_, rfl⟩
  have hR : ∀ x, x ⬝ᵥ M *ᵥ x ≤ μ * (x ⬝ᵥ x) := by
    intro x
    by_cases hx : x = 0
    · simp [hx]
    have hp := dot_pos hx
    obtain ⟨c, hc2⟩ : ∃ c : ℝ, c * c * (x ⬝ᵥ x) = 1 :=
      ⟨(√(x ⬝ᵥ x))⁻¹, by
        rw [← mul_inv, Real.mul_self_sqrt hp.le, inv_mul_cancel₀ hp.ne']⟩
    have h1 : (c • x) ⬝ᵥ (c • x) = 1 := by
      rw [smul_dotProduct, dotProduct_smul, smul_eq_mul, smul_eq_mul, ← mul_assoc]
      exact hc2
    have h2 : (c • x) ⬝ᵥ M *ᵥ (c • x) ≤ μ := by rw [hμ]; exact hmax h1
    rw [Matrix.mulVec_smul, smul_dotProduct, dotProduct_smul, smul_eq_mul, smul_eq_mul,
      ← mul_assoc] at h2
    calc x ⬝ᵥ M *ᵥ x = (c * c * (x ⬝ᵥ M *ᵥ x)) * (x ⬝ᵥ x) := by
          linear_combination (-(x ⬝ᵥ M *ᵥ x)) * hc2
      _ ≤ μ * (x ⬝ᵥ x) := mul_le_mul_of_nonneg_right h2 hp.le
  -- stationarity along the residual `w` forces `w = 0`
  have hw : M *ᵥ v = μ • v := by
    obtain ⟨w, hwd⟩ : ∃ w, w = μ • v - M *ᵥ v := ⟨_, rfl⟩
    have hs : v ⬝ᵥ M *ᵥ w = w ⬝ᵥ M *ᵥ v := by
      rw [Matrix.dotProduct_mulVec, ← Matrix.mulVec_transpose, hM, dotProduct_comm]
    have hww : w ⬝ᵥ w = μ * (v ⬝ᵥ w) - w ⬝ᵥ M *ᵥ v := by
      calc w ⬝ᵥ w = w ⬝ᵥ (μ • v - M *ᵥ v) := by rw [← hwd]
        _ = _ := by rw [dotProduct_sub, dotProduct_smul, smul_eq_mul, dotProduct_comm w v]
    have hq : ∀ t : ℝ, 0 ≤ (μ * (w ⬝ᵥ w) - w ⬝ᵥ M *ᵥ w) * (t * t)
        + (2 * (w ⬝ᵥ w)) * t + 0 := by
      intro t
      have h := hR (v + t • w)
      simp only [Matrix.mulVec_add, Matrix.mulVec_smul, dotProduct_add, add_dotProduct,
        smul_dotProduct, dotProduct_smul, smul_eq_mul] at h
      rw [hs, ← hμ, hv1, dotProduct_comm w v] at h
      have e : t * (w ⬝ᵥ w) = t * (μ * (v ⬝ᵥ w) - w ⬝ᵥ M *ᵥ v) := by rw [← hww]
      nlinarith [h, e]
    have hd := discrim_le_zero hq
    simp only [discrim] at hd
    have h0 : (w ⬝ᵥ w) ^ 2 = 0 := le_antisymm (by nlinarith) (sq_nonneg _)
    have hw0 : w = 0 := dotProduct_self_eq_zero.mp ((pow_eq_zero_iff two_ne_zero).mp h0)
    rw [hwd] at hw0
    exact (sub_eq_zero.mp hw0).symm
  refine ⟨μ, ⟨⟨v, ?_, hw⟩, ?_⟩, hR⟩
  · intro h
    simp [h] at hv1
  · rintro ν ⟨x, hx, hxe⟩
    have h := hR x
    rw [hxe, dotProduct_smul, smul_eq_mul] at h
    exact le_of_mul_le_mul_right h (dot_pos hx)

/-- Action of a diagonal plus separable matrix on a vector. -/
theorem separable_mulVec (E s x : n → ℝ) (c : ℝ) (i : n) :
    (separable E s c *ᵥ x) i = E i * x i + c * s i * (s ⬝ᵥ x) := by
  simp only [separable, Matrix.mulVec, dotProduct, Matrix.add_apply, Matrix.smul_apply,
    Matrix.vecMulVec_apply, smul_eq_mul, add_mul, Finset.sum_add_distrib,
    Matrix.diagonal_apply, ite_mul, zero_mul, Finset.sum_ite_eq, Finset.mem_univ, if_true,
    Finset.mul_sum]
  congr 1
  exact Finset.sum_congr rfl fun j _ => by ring

/-- A separable interaction `c s sᵀ` with `c ≥ 0` lifts the top eigenvalue to `c s·s`, up to
an offset within the range of the diagonal energies. -/
theorem separable_top {E s : n → ℝ} {c lo hi : ℝ} (hc : 0 ≤ c) (hs : s ≠ 0)
    (hlo : ∀ i, lo ≤ E i) (hhi : ∀ i, E i ≤ hi) :
    ∃ μ, IsTop (separable E s c) μ ∧ lo + c * (s ⬝ᵥ s) ≤ μ ∧ μ ≤ hi + c * (s ⬝ᵥ s) := by
  obtain ⟨i₀, _⟩ := Function.ne_iff.mp hs
  have : Nonempty n := ⟨i₀⟩
  have hsym : (separable E s c)ᵀ = separable E s c := by
    ext i j
    by_cases h : i = j
    · subst h; rfl
    · simp [separable, Matrix.vecMulVec_apply, h, Ne.symm h, mul_comm]
  have hform : ∀ x, x ⬝ᵥ separable E s c *ᵥ x = ∑ i, E i * x i ^ 2 + c * (s ⬝ᵥ x) ^ 2 := by
    intro x
    calc x ⬝ᵥ separable E s c *ᵥ x
        = ∑ i, (E i * x i ^ 2 + (s i * x i) * (c * (s ⬝ᵥ x))) :=
          Finset.sum_congr rfl fun i _ => by rw [separable_mulVec]; ring
      _ = ∑ i, E i * x i ^ 2 + (s ⬝ᵥ x) * (c * (s ⬝ᵥ x)) := by
          rw [Finset.sum_add_distrib, ← Finset.sum_mul]; rfl
      _ = _ := by ring
  obtain ⟨μ, hμ, hR⟩ := exists_top _ hsym
  refine ⟨μ, hμ, ?_, ?_⟩
  · -- trial vector `s`
    have h1 : lo * (s ⬝ᵥ s) ≤ ∑ i, E i * s i ^ 2 := by
      rw [dotProduct, Finset.mul_sum]
      exact Finset.sum_le_sum fun i _ => by nlinarith [hlo i, sq_nonneg (s i)]
    have h2 := hR s
    rw [hform] at h2
    exact le_of_mul_le_mul_right (by nlinarith) (dot_pos hs)
  · -- Cauchy-Schwarz for the eigenvector
    obtain ⟨v, hv, he⟩ := hμ.1
    have h1 : ∑ i, E i * v i ^ 2 ≤ hi * (v ⬝ᵥ v) := by
      rw [dotProduct, Finset.mul_sum]
      exact Finset.sum_le_sum fun i _ => by nlinarith [hhi i, sq_nonneg (v i)]
    have h2 : (s ⬝ᵥ v) ^ 2 ≤ (s ⬝ᵥ s) * (v ⬝ᵥ v) := by
      simpa only [dotProduct, ← sq] using Finset.sum_mul_sq_le_sq_mul_sq Finset.univ s v
    have h3 := hform v
    rw [he, dotProduct_smul, smul_eq_mul] at h3
    have h4 := mul_le_mul_of_nonneg_left h2 hc
    exact le_of_mul_le_mul_right (by nlinarith) (dot_pos hv)

omit [DecidableEq n] in
/-- A nonzero real `Ω`, of either sign, is an eigenvalue of the full problem with blocks `A`, `B`
exactly when `Ω²` is an eigenvalue of `(A - B)(A + B)`. -/
theorem full_iff (A B : Matrix n n ℝ) {Ω : ℝ} (hΩ : Ω ≠ 0) :
    (∃ X Y : n → ℝ, ¬(X = 0 ∧ Y = 0) ∧ A *ᵥ X + B *ᵥ Y = Ω • X ∧
      -(B *ᵥ X) - A *ᵥ Y = Ω • Y) ↔
    ∃ u : n → ℝ, u ≠ 0 ∧ ((A - B) * (A + B)) *ᵥ u = Ω ^ 2 • u := by
  constructor
  · rintro ⟨X, Y, hne, hX, hY⟩
    have h1 : (A + B) *ᵥ (X + Y) = Ω • (X - Y) := by
      simp only [Matrix.add_mulVec, Matrix.mulVec_add]
      linear_combination (norm := module) hX - hY
    have h2 : (A - B) *ᵥ (X - Y) = Ω • (X + Y) := by
      simp only [Matrix.sub_mulVec, Matrix.mulVec_sub]
      linear_combination (norm := module) hX + hY
    refine ⟨X + Y, fun h0 => hne ?_, ?_⟩
    · rw [h0, Matrix.mulVec_zero] at h1
      have h3 : X - Y = 0 := (smul_eq_zero.mp h1.symm).resolve_left hΩ
      constructor
      · linear_combination (norm := module) (1 / 2 : ℝ) • h0 + (1 / 2 : ℝ) • h3
      · linear_combination (norm := module) (1 / 2 : ℝ) • h0 - (1 / 2 : ℝ) • h3
    · rw [← Matrix.mulVec_mulVec, h1, Matrix.mulVec_smul, h2, smul_smul, sq]
  · rintro ⟨u, hu, he⟩
    obtain ⟨p, hp⟩ : ∃ p, (A + B) *ᵥ u = p := ⟨_, rfl⟩
    rw [← Matrix.mulVec_mulVec, hp, Matrix.sub_mulVec] at he
    rw [Matrix.add_mulVec] at hp
    refine ⟨Ω • u + p, Ω • u - p, ?_, ?_, ?_⟩
    · rintro ⟨a, b⟩
      have h : (2 * Ω) • u = 0 := by linear_combination (norm := module) a + b
      exact hu ((smul_eq_zero.mp h).resolve_left (mul_ne_zero two_ne_zero hΩ))
    · simp only [Matrix.mulVec_add, Matrix.mulVec_sub, Matrix.mulVec_smul]
      linear_combination (norm := module) Ω • hp + he
    · simp only [Matrix.mulVec_add, Matrix.mulVec_sub, Matrix.mulVec_smul]
      linear_combination (norm := module) he - Ω • hp

/-- For `D ≥ 0`, applying `(A - B)(A + B)` to the rescaled vector `√D w` gives `√D` times the result
of applying the symmetric matrix `diag D² + 2g √D √Dᵀ` to `w`. -/
theorem fullSq_sqrt {D : n → ℝ} (hD : ∀ i, 0 ≤ D i) (g : ℝ) (w : n → ℝ) :
    fullSq D g *ᵥ (fun i => √(D i) * w i) =
      fun i => √(D i) * (separable (fun j => D j ^ 2) (fun j => √(D j)) (2 * g) *ᵥ w) i := by
  have h1 : resonant D g - coupling g = diagonal D := by
    rw [resonant, add_sub_cancel_right]
  have h2 : resonant D g + coupling g = separable D (fun _ => 1) (2 * g) := by
    ext i j
    simp only [resonant, coupling, separable, Matrix.add_apply, Matrix.of_apply,
      Matrix.smul_apply, Matrix.vecMulVec_apply, smul_eq_mul]
    ring
  have h3 : (fun _ => 1 : n → ℝ) ⬝ᵥ (fun i => √(D i) * w i) = (fun j => √(D j)) ⬝ᵥ w := by
    simp only [dotProduct, one_mul]
  funext i
  rw [fullSq, h1, h2, ← Matrix.mulVec_mulVec, Matrix.mulVec_diagonal, separable_mulVec,
    separable_mulVec, h3]
  linear_combination (-(2 * g * ((fun j => √(D j)) ⬝ᵥ w))) * Real.mul_self_sqrt (hD i)

/-- Tamm-Dancoff: for `g ≥ 0` and transition energies in `[lo, hi]` the top eigenvalue of `A` lies
between `N g + lo` and `N g + hi`. -/
theorem tammDancoff_top [Nonempty n] {D : n → ℝ} {g lo hi : ℝ} (hg : 0 ≤ g)
    (hlo : ∀ i, lo ≤ D i) (hhi : ∀ i, D i ≤ hi) :
    ∃ L, IsTop (resonant D g) L ∧ Fintype.card n * g + lo ≤ L ∧
      L ≤ Fintype.card n * g + hi := by
  have hA : resonant D g = separable D (fun _ => 1) g := by
    ext i j
    simp only [resonant, coupling, separable, Matrix.add_apply, Matrix.of_apply,
      Matrix.smul_apply, Matrix.vecMulVec_apply, smul_eq_mul, mul_one]
  have hs : (fun _ => 1 : n → ℝ) ≠ 0 := fun h =>
    one_ne_zero (congrFun h (Classical.arbitrary n))
  have hN : (fun _ => 1 : n → ℝ) ⬝ᵥ (fun _ => 1) = Fintype.card n := by simp [dotProduct]
  obtain ⟨L, hL, h1, h2⟩ := separable_top hg hs hlo hhi
  rw [hN] at h1 h2
  exact ⟨L, hA ▸ hL, by linarith, by linarith⟩

/-- Full problem: for `g ≥ 0` and transition energies in `[lo, hi]` with `lo > 0` the top eigenvalue
of `(A - B)(A + B)` lies between `lo² + 2g ∑ D` and `hi² + 2g ∑ D`. -/
theorem full_top [Nonempty n] {D : n → ℝ} {g lo hi : ℝ} (hg : 0 ≤ g) (h0 : 0 < lo)
    (hlo : ∀ i, lo ≤ D i) (hhi : ∀ i, D i ≤ hi) :
    ∃ W, IsTop (fullSq D g) W ∧ lo ^ 2 + 2 * g * ∑ i, D i ≤ W ∧
      W ≤ hi ^ 2 + 2 * g * ∑ i, D i := by
  have hD : ∀ i, 0 < D i := fun i => h0.trans_le (hlo i)
  have hr : ∀ i, 0 < √(D i) := fun i => Real.sqrt_pos.mpr (hD i)
  have hs : (fun i => √(D i)) ≠ 0 := fun h =>
    (hr (Classical.arbitrary n)).ne' (congrFun h (Classical.arbitrary n))
  have hN : (fun i => √(D i)) ⬝ᵥ (fun i => √(D i)) = ∑ i, D i :=
    Finset.sum_congr rfl fun i _ => Real.mul_self_sqrt (hD i).le
  obtain ⟨W, ⟨⟨w, hw, he⟩, hup⟩, h1, h2⟩ :=
    separable_top (E := fun i => D i ^ 2) (c := 2 * g) (by linarith) hs
      (fun i => pow_le_pow_left₀ h0.le (hlo i) 2)
      (fun i => pow_le_pow_left₀ (hD i).le (hhi i) 2)
  rw [hN] at h1 h2
  refine ⟨W, ⟨⟨fun i => √(D i) * w i, ?_, ?_⟩, ?_⟩, h1, h2⟩
  · intro h
    apply hw
    funext i
    have hi0 : √(D i) * w i = 0 := congrFun h i
    exact (mul_eq_zero.mp hi0).resolve_left (hr i).ne'
  · rw [fullSq_sqrt (fun i => (hD i).le), he]
    funext i
    simp only [Pi.smul_apply, smul_eq_mul]
    ring
  · -- every eigenvector of the product comes from one of the symmetric matrix
    rintro ν ⟨u, hu, hue⟩
    obtain ⟨x, rfl⟩ : ∃ x : n → ℝ, u = fun i => √(D i) * x i :=
      ⟨fun i => u i / √(D i), funext fun i => by
        have := (hr i).ne'
        show u i = √(D i) * (u i / √(D i))
        field_simp⟩
    rw [fullSq_sqrt (fun i => (hD i).le)] at hue
    refine hup ⟨x, fun hx => hu (by funext i; simp [hx]), ?_⟩
    funext i
    have h : √(D i) * (separable (fun j => D j ^ 2) (fun j => √(D j)) (2 * g) *ᵥ x) i
        = ν * (√(D i) * x i) := congrFun hue i
    apply mul_left_cancel₀ (hr i).ne'
    rw [h]
    simp only [Pi.smul_apply, smul_eq_mul]
    ring

/-- Along any family of systems with transition energies in a fixed window `[lo, hi]`, `lo > 0`,
and `N g → ∞`, the top Tamm-Dancoff energy `L` grows like `N g`, while the top energy `Ω` of the
full problem is negligible compared with `N g`. -/
theorem only_tammDancoff_inherits {ι : Type*} {l : Filter ι} (N : ι → ℕ) (g : ι → ℝ)
    (D : ∀ k, Fin (N k) → ℝ) {lo hi : ℝ} (h0 : 0 < lo) (hg : ∀ k, 0 < g k)
    (hlo : ∀ k i, lo ≤ D k i) (hhi : ∀ k i, D k i ≤ hi)
    (hlim : Tendsto (fun k => (N k : ℝ) * g k) l atTop) (L Ω : ι → ℝ)
    (hL : ∀ k, IsTop (resonant (D k) (g k)) (L k)) (hΩ0 : ∀ k, 0 < Ω k)
    (hΩ : ∀ k, IsTop (fullSq (D k) (g k)) (Ω k ^ 2)) :
    Tendsto (fun k => L k / (N k * g k)) l (𝓝 1) ∧
      Tendsto (fun k => Ω k / (N k * g k)) l (𝓝 0) := by
  have hne : ∀ k, Nonempty (Fin (N k)) := fun k => by
    obtain ⟨v, hv, _⟩ := (hL k).1
    obtain ⟨i, _⟩ := Function.ne_iff.mp hv
    exact ⟨i⟩
  have hG : ∀ k, 0 < (N k : ℝ) * g k := fun k => by
    obtain ⟨i⟩ := hne k
    exact mul_pos (Nat.cast_pos.mpr (Nat.lt_of_le_of_lt (Nat.zero_le _) i.isLt)) (hg k)
  have hcan : ∀ k, hi / (N k * g k) * (N k * g k) = hi := fun k =>
    div_mul_cancel₀ _ (hG k).ne'
  have hinv : Tendsto (fun k => hi / ((N k : ℝ) * g k)) l (𝓝 0) := hlim.const_div_atTop hi
  have hLb : ∀ k, N k * g k + lo ≤ L k ∧ L k ≤ N k * g k + hi := fun k => by
    have := hne k
    obtain ⟨L', hL', h1, h2⟩ := tammDancoff_top (hg k).le (hlo k) (hhi k)
    rw [hL'.unique (hL k), Fintype.card_fin] at h1 h2
    exact ⟨h1, h2⟩
  have hΩb : ∀ k, Ω k ^ 2 ≤ hi ^ 2 + 2 * hi * (N k * g k) := fun k => by
    have := hne k
    obtain ⟨W, hW, _, h2⟩ := full_top (hg k).le h0 (hlo k) (hhi k)
    rw [hW.unique (hΩ k)] at h2
    have hsum : ∑ i, D k i ≤ N k * hi :=
      (Finset.sum_le_sum fun i _ => hhi k i).trans (by simp)
    nlinarith [mul_le_mul_of_nonneg_left hsum (hg k).le]
  constructor
  · have hu : Tendsto (fun k => 1 + hi / ((N k : ℝ) * g k)) l (𝓝 1) := by
      simpa using hinv.const_add 1
    refine tendsto_of_tendsto_of_tendsto_of_le_of_le tendsto_const_nhds hu
      (fun k => ?_) (fun k => ?_)
    · exact (le_div_iff₀ (hG k)).2 (by linarith [(hLb k).1])
    · refine (div_le_iff₀ (hG k)).2 ?_
      rw [add_mul, one_mul, hcan k]
      exact (hLb k).2
  · have hu : Tendsto (fun k => √((hi / ((N k : ℝ) * g k)) ^ 2 + 2 * (hi / (N k * g k))))
        l (𝓝 0) := by
      simpa using ((hinv.pow 2).add (hinv.const_mul 2)).sqrt
    refine tendsto_of_tendsto_of_tendsto_of_le_of_le tendsto_const_nhds hu
      (fun k => (div_pos (hΩ0 k) (hG k)).le) (fun k => ?_)
    refine (Real.le_sqrt' (div_pos (hΩ0 k) (hG k))).2 ?_
    rw [div_pow, div_le_iff₀ (pow_pos (hG k) 2)]
    refine (hΩb k).trans (le_of_eq ?_)
    linear_combination
      (-(hi / (N k * g k) * (N k * g k) + hi + 2 * (N k * g k))) * hcan k

end

end TammDancoffCollective
```

```lean
#print axioms TammDancoffCollective.full_iff
#print axioms TammDancoffCollective.only_tammDancoff_inherits
```

```
'TammDancoffCollective.full_iff' depends on axioms: [propext, Classical.choice, Quot.sound]
'TammDancoffCollective.only_tammDancoff_inherits' depends on axioms: [propext, Classical.choice, Quot.sound]
```

## How the proof runs

`exists_top` finds a maximiser $v$ on the compact unit sphere, with value $\mu$. For the residual $w=\mu v-Mv$, inserting $v+tw$ into the Rayleigh bound gives

$$0\le2t\,w\cdot w+t^2(\mu\,w\cdot w-w\cdot Mw)$$

for every real $t$. `discrim_le_zero` then forces $w=0$, so $v$ is an eigenvector. Applying the bound to any other eigenvector shows that $\mu$ is the greatest eigenvalue.

`separable_mulVec` computes the matrix action, and `separable_top` carries out the trial-vector and Cauchy-Schwarz estimates. `fullSq_sqrt` is the rescaling by $\sqrt{D_i}$. `full_top` uses it in both directions: dividing by $\sqrt{D_i}>0$ ensures that no eigenvalue of the product is missed.

`full_iff` follows the sum-and-difference reduction. The last theorem identifies the given `L k` and `Ω k ^ 2` with the bounded eigenvalues through uniqueness of a greatest element, then squeezes the two ratios.
